# One-dimensional Moshinsky brackets form an orthogonal matrix on each shell

Let $A=(x+y)/\sqrt2$ and $B=(x-y)/\sqrt2$. When $A^N B^n/\sqrt{N!\,n!}$ is expanded in the polynomials $x^a y^b/\sqrt{a!\,b!}$, only terms with $a+b=N+n$ occur. For each total degree $d$, the expansion coefficients form a real orthogonal matrix of size $d+1$.

## Two oscillators, two sets of quanta

Take two particles of equal mass in the same one-dimensional harmonic trap. Read $x$ and $y$ as their creation operators acting on the vacuum, so that $x^a y^b/\sqrt{a!\,b!}$ is the normalised state with $a$ and $b$ quanta. Then $A$ creates a centre-of-mass quantum and $B$ a relative one. The coefficients are the brackets between the two descriptions.

For this equal-mass, one-dimensional pair, a basis containing all states up to a given total number of quanta therefore spans the same space in either description. The name Moshinsky usually refers to the three-dimensional brackets with coupled angular momenta, which are not treated here.

## Polynomials as states in Lean

States are elements of `MvPolynomial (Fin 2) ℝ`, with variable `0` for $x$ and `1` for $y$. `number a b` and `coupled N n` are the two normalised families. `bracket a b N n` is $\sqrt{a!\,b!}$ times the coefficient of $x^a y^b$ in `coupled N n`. The choice $B\propto x-y$ fixes the signs.

Three theorems carry the result:

- `bracket_eq_zero` says that the bracket vanishes if $a+b\ne N+n$.
- `coupled_expansion` says that the brackets really are the expansion coefficients.
- `bracketMatrix_orthogonal` puts `bracketMatrix d` in the orthogonal group for every $d$. Its rows are the pairs $(a,b)$ and its columns the pairs $(N,n)$, each with sum $d$.

The identification of polynomials with oscillator states is the physical reading. The file contains no wavefunctions or Hamiltonian, and no unequal masses.

## Overlaps from lowering operators

Write $p_{ab}$ for the coefficient of $x^a y^b$ in $p$, and define

$$\langle p,q\rangle_d=\sum_{a+b=d}a!\,b!\,p_{ab}\,q_{ab}.$$

The coefficient of $x^{a+1}y^b$ in $xp$ is $p_{ab}$, and $xp$ has no term without $x$. Hence

$$\langle xp,q\rangle_{d+1}=\sum_{a+b=d}(a+1)!\,b!\,p_{ab}\,q_{a+1,b}=\langle p,\partial_x q\rangle_d,$$

because $(\partial_x q)_{ab}=(a+1)q_{a+1,b}$. The same holds for $y$. By linearity, multiplication by $A$ or $B$ is adjoint to $D_A=(\partial_x+\partial_y)/\sqrt2$ or $D_B=(\partial_x-\partial_y)/\sqrt2$.

Since $D_AA=D_BB=1$ and $D_AB=D_BA=0$, the product rule gives

$$D_A(A^KB^k)=K A^{K-1}B^k,\qquad D_B(A^KB^k)=k A^KB^{k-1},$$

where the right side is zero if the prefactor is zero. For $N\ge1$ it follows that

$$\langle A^NB^n,A^KB^k\rangle_{N+n}=K\,\langle A^{N-1}B^n,A^{K-1}B^k\rangle_{N+n-1}.$$

Repeating this removes all factors $A$ on the left, and $D_B$ then removes the factors $B$. If $K<N$ or $k<n$, a zero prefactor occurs on the way and the overlap vanishes. Otherwise the result is

$$\frac{K!}{(K-N)!}\,\frac{k!}{(k-n)!}\,\langle1,A^{K-N}B^{k-n}\rangle_0.$$

The last factor is the constant term of $A^{K-N}B^{k-n}$, which is $1$ for $K=N$ and $k=n$, and $0$ otherwise. Therefore

$$\langle A^NB^n,A^KB^k\rangle_{N+n}=N!\,n!\,\delta_{NK}\delta_{nk}.$$

Both $A$ and $B$ are homogeneous of degree one, so $A^NB^n$ has degree $N+n$; this is the selection rule. Writing $M_{ab,Nn}$ for the brackets with $N+n=K+k=d$, the factorials in their definition supply the weight $a!\,b!$:

$$\sum_{a+b=d}M_{ab,Nn}M_{ab,Kk}=\frac{\langle A^NB^n,A^KB^k\rangle_d}{\sqrt{N!\,n!\,K!\,k!}}=\delta_{NK}\delta_{nk}.$$

Thus $M^{T}M=1$, and since $M$ is square and finite, it is orthogonal.

## The complete Lean file

```lean
import Mathlib

open MvPolynomial
open Finset.HasAntidiagonal (antidiagonal mem_antidiagonal)

namespace MoshinskyBrackets

noncomputable section

/-- The monomial exponent with `a` quanta in `x` and `b` quanta in `y`. -/
def occ (a b : ℕ) : Fin 2 →₀ ℕ := Finsupp.single 0 a + Finsupp.single 1 b

/-- The mixing amplitude `1/√2`. -/
def amp : ℝ := 1 / √2

/-- The mode `A = (x + y)/√2`. -/
def modeA : MvPolynomial (Fin 2) ℝ := C amp * (X 0 + X 1)

/-- The mode `B = (x - y)/√2`. -/
def modeB : MvPolynomial (Fin 2) ℝ := C amp * (X 0 - X 1)

/-- The number state `x^a y^b / √(a! b!)`. -/
def number (a b : ℕ) : MvPolynomial (Fin 2) ℝ :=
  monomial (occ a b) (1 / √((a.factorial : ℝ) * b.factorial))

/-- The coupled state `A^N B^n / √(N! n!)`. -/
def coupled (N n : ℕ) : MvPolynomial (Fin 2) ℝ :=
  C (1 / √((N.factorial : ℝ) * n.factorial)) * (modeA ^ N * modeB ^ n)

/-- The Moshinsky bracket: `√(a! b!)` times the coefficient of `x^a y^b` in the coupled
state with quantum numbers `N`, `n`. -/
def bracket (a b N n : ℕ) : ℝ :=
  √((a.factorial : ℝ) * b.factorial) * coeff (occ a b) (coupled N n)

/-- The matrix of brackets for `d` quanta: rows are the pairs `(a, b)` with `a + b = d`,
columns the pairs `(N, n)` with `N + n = d`. -/
def bracketMatrix (d : ℕ) : Matrix (↥(antidiagonal d)) (↥(antidiagonal d)) ℝ :=
  Matrix.of fun p q => bracket p.1.1 p.1.2 q.1.1 q.1.2

/-- The product of two polynomials on the shell of `d` quanta, in which `x^a y^b` has
squared norm `a! b!`. -/
def shell (d : ℕ) (p q : MvPolynomial (Fin 2) ℝ) : ℝ :=
  ∑ s ∈ antidiagonal d, ((s.1.factorial : ℝ) * s.2.factorial) *
    (coeff (occ s.1 s.2) p * coeff (occ s.1 s.2) q)

/-- Differentiation lowers an exponent by one and multiplies by the old exponent. -/
theorem coeff_deriv (i : Fin 2) (m : Fin 2 →₀ ℕ) (p : MvPolynomial (Fin 2) ℝ) :
    coeff m (pderiv i p) = ((m i : ℝ) + 1) * coeff (Finsupp.single i 1 + m) p := by
  refine MvPolynomial.induction_on' p ?_ ?_
  · intro u c
    rw [pderiv_monomial, coeff_monomial, coeff_monomial]
    by_cases h0 : u i = 0
    · rw [if_neg (show ¬ u = Finsupp.single i 1 + m from fun h => by simp [h] at h0)]
      simp [h0]
    · obtain ⟨v, rfl⟩ := exists_add_of_le
        (Finsupp.single_le_iff.2 (Nat.one_le_iff_ne_zero.2 h0))
      simp only [add_tsub_cancel_left, add_right_inj]
      split_ifs with h
      · rw [← h, Finsupp.add_apply, Finsupp.single_eq_same]
        push_cast
        ring
      · rw [mul_zero]
  · intro p q hp hq
    rw [map_add, coeff_add, coeff_add, hp, hq]
    ring

/-- Multiplication by a variable (creation) is adjoint to differentiation (annihilation). -/
theorem creation_adjoint (d : ℕ) (p q : MvPolynomial (Fin 2) ℝ) :
    ∀ i : Fin 2, shell (d + 1) (X i * p) q = shell d p (pderiv i q) := by
  have e0 : ∀ a b, occ (a + 1) b = Finsupp.single 0 1 + occ a b := fun a b => by
    ext i; fin_cases i <;> simp [occ, add_comm]
  have e1 : ∀ a b, occ a (b + 1) = Finsupp.single 1 1 + occ a b := fun a b => by
    ext i; fin_cases i <;> simp [occ, add_comm]
  have v0 : ∀ a b, occ a b 0 = a := fun a b => by simp [occ]
  have v1 : ∀ a b, occ a b 1 = b := fun a b => by simp [occ]
  have z0 : coeff (occ 0 (d + 1)) (X 0 * p) = 0 := by rw [coeff_X_mul']; simp [occ]
  have z1 : coeff (occ (d + 1) 0) (X 1 * p) = 0 := by rw [coeff_X_mul']; simp [occ]
  refine Fin.forall_fin_two.2 ⟨?_, ?_⟩
  · simp only [shell, Finset.Nat.sum_antidiagonal_succ, z0, zero_mul, mul_zero, zero_add]
    refine Finset.sum_congr rfl fun s _ => ?_
    rw [e0, coeff_X_mul, coeff_deriv, v0, Nat.factorial_succ]
    push_cast
    ring
  · simp only [shell, Finset.Nat.sum_antidiagonal_succ', z1, zero_mul, mul_zero, zero_add]
    refine Finset.sum_congr rfl fun s _ => ?_
    rw [e1, coeff_X_mul, coeff_deriv, v1, Nat.factorial_succ]
    push_cast
    ring

/-- Moved to the other side of the product, a factor `A` or `B` removes one such factor
from `A^K B^k` and multiplies by `K` or `k`. -/
theorem mode_ladder (d K k : ℕ) (p : MvPolynomial (Fin 2) ℝ) :
    shell (d + 1) (modeA * p) (modeA ^ K * modeB ^ k)
        = K * shell d p (modeA ^ (K - 1) * modeB ^ k) ∧
      shell (d + 1) (modeB * p) (modeA ^ K * modeB ^ k)
        = k * shell d p (modeA ^ K * modeB ^ (k - 1)) := by
  -- adjointness for a mode `(x + e y)/√2`
  have key : ∀ (m : MvPolynomial (Fin 2) ℝ) (e c : ℝ) (q r : MvPolynomial (Fin 2) ℝ),
      m = C amp * (X 0 + C e * X 1) →
      C amp * (pderiv 0 q + C e * pderiv 1 q) = C c * r →
      shell (d + 1) (m * p) q = c * shell d p r := by
    intro m e c q r hm h
    have h1 : shell (d + 1) (m * p) q
        = amp * (shell (d + 1) (X 0 * p) q + e * shell (d + 1) (X 1 * p) q) := by
      rw [show m * p = C amp * (X 0 * p + C e * (X 1 * p)) by rw [hm]; ring]
      simp only [shell, coeff_C_mul, coeff_add, Finset.mul_sum, ← Finset.sum_add_distrib]
      exact Finset.sum_congr rfl fun s _ => by ring
    rw [h1, creation_adjoint, creation_adjoint]
    simp only [shell, Finset.mul_sum, ← Finset.sum_add_distrib]
    refine Finset.sum_congr rfl fun s _ => ?_
    have hs := congrArg (coeff (occ s.1 s.2)) h
    simp only [coeff_C_mul, coeff_add] at hs
    linear_combination ((s.1.factorial : ℝ) * s.2.factorial * coeff (occ s.1 s.2) p) * hs
  have hr : amp * amp * 2 = 1 := by
    rw [amp, div_mul_div_comm, Real.mul_self_sqrt (by norm_num)]
    norm_num
  have hC : (C amp * C amp * 2 : MvPolynomial (Fin 2) ℝ) = 1 := by
    rw [show (2 : MvPolynomial (Fin 2) ℝ) = C 2 from (map_ofNat C 2).symm,
      ← C_mul, ← C_mul, hr, C_1]
  have a0 : pderiv 0 modeA = C amp := by simp [modeA, Derivation.leibniz, pderiv_X]
  have a1 : pderiv 1 modeA = C amp := by simp [modeA, Derivation.leibniz, pderiv_X]
  have b0 : pderiv 0 modeB = C amp := by simp [modeB, Derivation.leibniz, pderiv_X]
  have b1 : pderiv 1 modeB = -C amp := by simp [modeB, Derivation.leibniz, pderiv_X]
  constructor
  · refine key modeA 1 K _ _ (by rw [modeA, C_1, one_mul]) ?_
    simp only [Derivation.leibniz, Derivation.leibniz_pow, a0, a1, b0, b1, smul_eq_mul,
      nsmul_eq_mul, map_natCast, C_1]
    linear_combination ((K : MvPolynomial (Fin 2) ℝ) * modeA ^ (K - 1) * modeB ^ k) * hC
  · refine key modeB (-1) k _ _ (by rw [modeB, map_neg, C_1]; ring) ?_
    simp only [Derivation.leibniz, Derivation.leibniz_pow, a0, a1, b0, b1, smul_eq_mul,
      nsmul_eq_mul, map_natCast, map_neg, C_1]
    linear_combination ((k : MvPolynomial (Fin 2) ℝ) * modeA ^ K * modeB ^ (k - 1)) * hC

/-- On the shell of `N + n` quanta, `A^N B^n` has squared norm `N! n!` and is orthogonal to
every other product `A^K B^k`. -/
theorem mode_overlap (N n K k : ℕ) :
    shell (N + n) (modeA ^ N * modeB ^ n) (modeA ^ K * modeB ^ k)
      = if N = K ∧ n = k then (N.factorial : ℝ) * n.factorial else 0 := by
  induction N generalizing K k with
  | zero =>
    induction n generalizing K k with
    | zero =>
      have hA : constantCoeff modeA = 0 := by simp [modeA]
      have hB : constantCoeff modeB = 0 := by simp [modeB]
      have h : ∀ K k, coeff 0 (modeA ^ K * modeB ^ k) = (0 : ℝ) ^ K * 0 ^ k := fun K k => by
        rw [← constantCoeff_eq, map_mul, map_pow, map_pow, hA, hB]
      have ho : occ 0 0 = 0 := by simp [occ]
      simp only [shell, add_zero, Finset.Nat.antidiagonal_zero, Finset.sum_singleton, ho, h]
      cases K <;> cases k <;> simp
    | succ n ih =>
      rw [show modeA ^ 0 * modeB ^ (n + 1) = modeB * (modeA ^ 0 * modeB ^ n) by ring]
      change shell ((0 + n) + 1) _ _ = _
      rw [(mode_ladder _ K k _).2, ih]
      cases k with
      | zero => simp
      | succ k =>
        simp only [Nat.add_sub_cancel, add_left_inj, mul_ite, mul_zero]
        split_ifs with h
        · rw [← h.2, Nat.factorial_succ n]
          push_cast
          ring
        · rfl
  | succ N ih =>
    rw [show modeA ^ (N + 1) * modeB ^ n = modeA * (modeA ^ N * modeB ^ n) by ring,
      show N + 1 + n = (N + n) + 1 by omega, (mode_ladder _ K k _).1, ih]
    cases K with
    | zero => simp
    | succ K =>
      simp only [Nat.add_sub_cancel, add_left_inj, mul_ite, mul_zero]
      split_ifs with h
      · rw [← h.1, Nat.factorial_succ N]
        push_cast
        ring
      · rfl

/-- Selection rule: a bracket vanishes unless both sides carry the same number of quanta. -/
theorem bracket_eq_zero {a b N n : ℕ} (h : a + b ≠ N + n) : bracket a b N n = 0 := by
  have hA : modeA.IsHomogeneous (0 + 1) :=
    (isHomogeneous_C _ _).mul ((isHomogeneous_X ℝ 0).add (isHomogeneous_X ℝ 1))
  have hB : modeB.IsHomogeneous (0 + 1) :=
    (isHomogeneous_C _ _).mul ((isHomogeneous_X ℝ 0).sub (isHomogeneous_X ℝ 1))
  have H : (coupled N n).IsHomogeneous (0 + ((0 + 1) * N + (0 + 1) * n)) :=
    (isHomogeneous_C _ _).mul ((hA.pow N).mul (hB.pow n))
  rw [bracket, H.coeff_eq_zero (d := occ a b) (by simpa [occ] using h), mul_zero]

/-- The brackets are the expansion coefficients of a coupled state in number states. -/
theorem coupled_expansion (N n : ℕ) :
    coupled N n = ∑ s ∈ antidiagonal (N + n), bracket s.1 s.2 N n • number s.1 s.2 := by
  ext m
  obtain ⟨a, b, rfl⟩ : ∃ a b, m = occ a b :=
    ⟨m 0, m 1, by ext i; fin_cases i <;> simp [occ]⟩
  simp only [coeff_sum, coeff_smul, number, coeff_monomial, smul_eq_mul]
  -- only the term with the same exponents contributes
  rw [Finset.sum_eq_single (a, b)]
  · have hw : √((a.factorial : ℝ) * b.factorial) ≠ 0 := by positivity
    dsimp only
    rw [if_pos rfl, bracket, mul_one_div, mul_div_cancel_left₀ _ hw]
  · intro s _ hs
    rw [if_neg, mul_zero]
    intro h
    exact hs (Prod.ext (by simpa [occ] using DFunLike.congr_fun h 0)
      (by simpa [occ] using DFunLike.congr_fun h 1))
  · intro h
    exact mul_eq_zero_of_left (bracket_eq_zero fun g => h (mem_antidiagonal.2 g)) _

/-- For every total number of quanta the matrix of Moshinsky brackets is orthogonal. -/
theorem bracketMatrix_orthogonal (d : ℕ) :
    bracketMatrix d ∈ Matrix.orthogonalGroup (↥(antidiagonal d)) ℝ := by
  rw [Matrix.mem_orthogonalGroup_iff']
  ext ⟨⟨N, n⟩, hp⟩ ⟨⟨K, k⟩, hq⟩
  have hd : N + n = d := mem_antidiagonal.1 hp
  subst hd
  rw [Matrix.mul_apply, Matrix.one_apply]
  simp only [bracketMatrix, Matrix.of_apply, Subtype.mk.injEq, Prod.mk.injEq]
  refine (Finset.sum_coe_sort (antidiagonal (N + n))
    (fun s => bracket s.1 s.2 N n * bracket s.1 s.2 K k)).trans ?_
  -- the column product is the normalised overlap of two coupled states
  have h : ∑ s ∈ antidiagonal (N + n), bracket s.1 s.2 N n * bracket s.1 s.2 K k
      = (1 / √((N.factorial : ℝ) * n.factorial)) * (1 / √((K.factorial : ℝ) * k.factorial))
        * shell (N + n) (modeA ^ N * modeB ^ n) (modeA ^ K * modeB ^ k) := by
    rw [shell, Finset.mul_sum]
    refine Finset.sum_congr rfl fun s _ => ?_
    simp only [bracket, coupled, coeff_C_mul]
    rw [mul_mul_mul_comm (√_), Real.mul_self_sqrt (by positivity)]
    ring
  rw [h, mode_overlap]
  split_ifs with g
  · have hw : (0 : ℝ) < (N.factorial : ℝ) * n.factorial := by positivity
    rw [← g.1, ← g.2, div_mul_div_comm, Real.mul_self_sqrt hw.le, one_mul, one_div,
      inv_mul_cancel₀ hw.ne']
  · rw [mul_zero]

end

end MoshinskyBrackets
```

```lean
#print axioms MoshinskyBrackets.coupled_expansion
#print axioms MoshinskyBrackets.bracketMatrix_orthogonal
```

```
'MoshinskyBrackets.coupled_expansion' depends on axioms: [propext, Classical.choice, Quot.sound]
'MoshinskyBrackets.bracketMatrix_orthogonal' depends on axioms: [propext, Classical.choice, Quot.sound]
```

## From adjointness to orthogonality in the code

`coeff_deriv` gives the coefficients of a derivative, checked on monomials and extended by addition. `creation_adjoint` splits off the boundary term of the sum, which is zero, and matches the remaining terms using $(a+1)!=(a+1)\,a!$.

In `mode_ladder`, the auxiliary statement `key` treats $(x+ey)/\sqrt2$ once, and $e=\pm1$ gives the two modes. The identity `hC` is $2(1/\sqrt2)^2=1$, which normalises $D_AA$ and $D_BB$.

`mode_overlap` is the induction above, on $N$ outside and $n$ inside. It keeps $K$ and $k$ general because each lowering step changes one of them.

`bracket_eq_zero` uses homogeneity. `coupled_expansion` compares coefficients: at most one term of the sum has the required exponents, and if none does, the selection rule makes the left side vanish too. Finally, `bracketMatrix_orthogonal` reduces membership to $M^TM=1$, rewrites each column product as a normalised overlap, and applies `mode_overlap`.
